# For an idempotent kernel of trace t, summing an (n+1)-point determinant over its last point gives (t − n) times the n-point determinant

One direct way to get the pair density of an $N$-electron Slater determinant is to add up its squared modulus over all positions and spins of the other $N-2$ electrons. If a point means a site together with a spin label, and there are $M$ such points, that is $M^{N-2}$ terms for each pair of points. A rule for summing out one particle at a time avoids this. It says that the determinant of the one-particle density matrix at $n+1$ points, summed over one of them, is $N-n$ times the determinant at the remaining $n$. It seems to need only that the density matrix is a projector. Can this be derived step by step, stated precisely and checked by machine, including the $N!$ in the normalisation?

## Two cofactor expansions and one use of idempotency

Yes, on a finite set of points. Let $K$ be a matrix indexed by a finite set $X$, with entries in a commutative ring, $K^2=K$ and trace $t$. For points $x_0,\dots,x_{n-1}$ in $X$ write

$$D_n(x)=\det\big[K(x_i,x_k)\big]_{i,k=0}^{n-1},\qquad D_0=1.$$

Relabelling the points permutes rows and columns alike, so the two signs cancel and $D_n$ is unchanged. A new point $y$ may therefore be placed first instead of last.

For $n=0$ the claim reads $\sum_y K(y,y)=t$, the definition of the trace. For $n\ge1$, expand $D_{n+1}(y,x)$ along the row of $y$. The diagonal entry contributes $K(y,y)D_n(x)$. The entry $K(y,x_k)$ carries the sign $(-1)^{k+1}$ and a minor whose first column is $K(x_i,y)$. Expanding that minor along this column gives

$$D_{n+1}(y,x)=K(y,y)D_n(x)-\sum_{k,i}(-1)^{i+k}K(x_i,y)K(y,x_k)M_{ik},$$

where $M_{ik}$ is the determinant for the old points with row $i$ and column $k$ deleted. It does not depend on $y$.

Now sum over $y$. The first term becomes $t\,D_n(x)$. In the second, idempotency gives $\sum_y K(x_i,y)K(y,x_k)=K(x_i,x_k)$. For fixed $k$, the sum over $i$ is then the expansion of $D_n(x)$ along column $k$. There are $n$ values of $k$, so

$$\sum_y D_{n+1}(y,x)=(t-n)\,D_n(x).$$

The smallest case with an exchange term is $n=1$:

$$\sum_y\big[K(x,x)K(y,y)-K(x,y)K(y,x)\big]=(t-1)K(x,x).$$

The exchange term removes exactly one particle from the count.

Summing out all the points one after another gives $\sum_x D_n(x)=\prod_{k=0}^{n-1}(t-k)$.

For $N$ orthonormal orbitals, put $\varphi_a(x)$ in column $a$ of a matrix $\varphi$, so that $\varphi^\dagger\varphi=1$. The density matrix $P=\varphi\varphi^\dagger$ satisfies $P^2=\varphi(\varphi^\dagger\varphi)\varphi^\dagger=P$ and $\operatorname{tr}P=\operatorname{tr}\varphi^\dagger\varphi=N$. At $N$ points, the sampled $P$ is $AA^\dagger$ with $A_{ia}=\varphi_a(x_i)$, so its determinant is $|\det A|^2$. The total is $N(N-1)\cdots1=N!$, and the usual prefactor $1/\sqrt{N!}$ normalises the state to one.

Stopping the summation at $n$ points leaves $(N-n)!\,D_n$, which is how the $n$-particle densities of a single determinant of orthonormal orbitals reduce to small determinants of $P$; the Lean code below proves the one-point step and the full sum, but does not state this intermediate formula.

## What the Lean statements say

`dyson_mehta` is the main theorem. Its kernel is `K : Matrix X X R`, with `X` finite and `R` a commutative ring, and its only hypothesis is `hK : K * K = K`. Hermiticity is not required. A configuration is a function `x : Fin n → X`, numbered from zero, and points may coincide. `pointDet K x` is $D_n(x)$, `Fin.snoc` appends the last point, and `(n : R)` is the integer $n$ read in the ring.

`densityMatrix φ` is the product $\varphi\varphi^\dagger$ for any `φ`; it is the one-particle density matrix of the normalised determinant when the orbitals are orthonormal, but not for general overlapping orbitals. `slater φ x` is $\det A$ without prefactor. The condition `φᴴ * φ = 1` means orthonormality under the plain sum over `X`, with no overlap matrix or quadrature weights. An element of `X` can be a site or a site with a spin label. `slater_normalisation` is an equation between real numbers.

The Dyson-Mehta lemma is usually met in random matrix theory, with integrals over a continuous variable and sometimes quaternion kernels. The version here has finite sums and commuting entries. Idempotency is assumed for a general `K` and derived for orthonormal orbitals. For a density matrix over sites with spin labels, it says that each natural spin orbital holds either one electron or none, which fails for fractional occupations, as in thermal or correlated states. The spin-summed density matrix of a closed-shell determinant has occupations 2 and 0, so it is not idempotent; half of it is.

```lean
import Mathlib

open Matrix

namespace DysonMehta

noncomputable section

variable {X R : Type*} [Fintype X] [CommRing R]

/-- The determinant of the kernel `K` sampled at the points `x 0, …, x (n-1)`. -/
def pointDet {X R : Type*} [CommRing R] (K : Matrix X X R) {n : ℕ} (x : Fin n → X) : R :=
  (K.submatrix x x).det

/-- Relabelling the points leaves the determinant of the kernel unchanged. -/
theorem pointDet_perm {X R : Type*} [CommRing R] (K : Matrix X X R) {n : ℕ}
    (σ : Equiv.Perm (Fin n)) (x : Fin n → X) :
    pointDet K (fun i => x (σ i)) = pointDet K x :=
  Matrix.det_submatrix_equiv_self σ (K.submatrix x x)

/-- Adding a point `y` gives `K y y` times the old determinant, minus a signed sum over pairs `i`,
`k` of old points, equal or not, of `K (x i) y * K y (x k)` times the old determinant with row `i`
and column `k` deleted. -/
theorem pointDet_cons {X R : Type*} [CommRing R] (K : Matrix X X R) {n : ℕ}
    (x : Fin (n + 1) → X) (y : X) :
    pointDet K (Fin.cons (α := fun _ => X) y x) = K y y * pointDet K x -
      ∑ k : Fin (n + 1), ∑ i : Fin (n + 1),
        (-1 : R) ^ ((i : ℕ) + (k : ℕ)) * (K (x i) y * K y (x k)) *
          ((K.submatrix x x).submatrix i.succAbove k.succAbove).det := by
  unfold pointDet
  -- expand along the row of the new point
  rw [Matrix.det_succ_row_zero, Fin.sum_univ_succ, sub_eq_add_neg,
    ← Finset.sum_neg_distrib]
  congr 1
  · simp [Matrix.submatrix_submatrix, Function.comp_def]
  · refine Finset.sum_congr rfl fun k _ => ?_
    -- expand each minor along the column of the new point
    rw [Matrix.det_succ_column_zero, Finset.mul_sum, ← Finset.sum_neg_distrib]
    refine Finset.sum_congr rfl fun i _ => ?_
    have hminor : ((K.submatrix (Fin.cons (α := fun _ => X) y x)
        (Fin.cons (α := fun _ => X) y x)).submatrix Fin.succ k.succ.succAbove).submatrix
          i.succAbove Fin.succ = (K.submatrix x x).submatrix i.succAbove k.succAbove := by
      ext a b
      simp
      rfl
    rw [hminor]
    simp only [Matrix.submatrix_apply, Fin.cons_zero, Fin.cons_succ,
      Fin.succ_succAbove_zero, Fin.val_succ]
    ring

/-- For an idempotent kernel, summing over the first of `n + 1` points gives
`trace K - n` times the determinant of the remaining `n` points. -/
theorem sum_first_point {K : Matrix X X R} (hK : K * K = K) {n : ℕ} (x : Fin n → X) :
    ∑ y, pointDet K (Fin.cons (α := fun _ => X) y x) =
      (K.trace - (n : R)) * pointDet K x := by
  cases n with
  | zero => simp [pointDet, Matrix.trace]
  | succ n =>
    have hKK : ∀ a b, ∑ y, K a y * K y b = K a b := by
      intro a b
      rw [← Matrix.mul_apply, hK]
    have hcol : ∀ k : Fin (n + 1), ∑ i : Fin (n + 1),
        (-1 : R) ^ ((i : ℕ) + (k : ℕ)) * K (x i) (x k) *
          ((K.submatrix x x).submatrix i.succAbove k.succAbove).det = pointDet K x :=
      fun k => (Matrix.det_succ_column (K.submatrix x x) k).symm
    -- idempotency turns each exchange sum into a column expansion
    have hex : ∀ k : Fin (n + 1), ∑ y, ∑ i : Fin (n + 1),
        (-1 : R) ^ ((i : ℕ) + (k : ℕ)) * (K (x i) y * K y (x k)) *
          ((K.submatrix x x).submatrix i.succAbove k.succAbove).det = pointDet K x := by
      intro k
      rw [Finset.sum_comm, ← hcol k]
      refine Finset.sum_congr rfl fun i _ => ?_
      rw [← hKK (x i) (x k), Finset.mul_sum, Finset.sum_mul]
    have htr : ∑ y, K y y = K.trace := rfl
    rw [Finset.sum_congr rfl fun y _ => pointDet_cons K x y, Finset.sum_sub_distrib,
      ← Finset.sum_mul, htr, Finset.sum_comm, Finset.sum_congr rfl fun k _ => hex k,
      Finset.sum_const, Finset.card_univ, Fintype.card_fin, nsmul_eq_mul]
    ring

/-- **Dyson-Mehta lemma.** For an idempotent kernel, summing the determinant of `n + 1`
points over the last point gives `trace K - n` times the determinant of the first `n`. -/
theorem dyson_mehta {K : Matrix X X R} (hK : K * K = K) {n : ℕ} (x : Fin n → X) :
    ∑ y, pointDet K (Fin.snoc (α := fun _ => X) x y) =
      (K.trace - (n : R)) * pointDet K x := by
  rw [← sum_first_point hK x]
  refine Finset.sum_congr rfl fun y _ => ?_
  -- a cyclic relabelling moves the last point to the front
  rw [Fin.snoc_eq_cons_rotate]
  exact pointDet_perm K (finRotate (n + 1)) (Fin.cons (α := fun _ => X) y x)

/-- Summing the determinant of an idempotent kernel over all `n` points gives the
falling product `t (t - 1) ⋯ (t - n + 1)` of its trace `t`. -/
theorem sum_all_points {K : Matrix X X R} (hK : K * K = K) (n : ℕ) :
    ∑ x : Fin n → X, pointDet K x = ∏ k ∈ Finset.range n, (K.trace - (k : R)) := by
  induction n with
  | zero => simp [pointDet]
  | succ n ih =>
    have hsplit : ∑ z : Fin (n + 1) → X, pointDet K z =
        ∑ p : X × (Fin n → X), pointDet K (Fin.cons (α := fun _ => X) p.1 p.2) :=
      (Equiv.sum_comp (Fin.consEquiv (fun _ => X)) (fun z => pointDet K z)).symm
    rw [hsplit, Fintype.sum_prod_type, Finset.sum_comm, Finset.prod_range_succ, ← ih,
      Finset.sum_mul]
    refine Finset.sum_congr rfl fun x _ => ?_
    rw [mul_comm]
    exact sum_first_point hK x

/-- The one-particle density matrix of the orbitals in the columns of `φ`. -/
def densityMatrix {N : ℕ} (φ : Matrix X (Fin N) ℂ) : Matrix X X ℂ := φ * φᴴ

/-- The Slater determinant of the orbitals `φ` at the points `x`, without prefactor. -/
def slater {X : Type*} {N : ℕ} (φ : Matrix X (Fin N) ℂ) (x : Fin N → X) : ℂ :=
  (φ.submatrix x id).det

/-- The density matrix of `N` orthonormal orbitals is idempotent and has trace `N`. -/
theorem densityMatrix_projector {N : ℕ} {φ : Matrix X (Fin N) ℂ} (h : φᴴ * φ = 1) :
    densityMatrix φ * densityMatrix φ = densityMatrix φ ∧
      (densityMatrix φ).trace = (N : ℂ) := by
  unfold densityMatrix
  constructor
  · rw [Matrix.mul_assoc, ← Matrix.mul_assoc φᴴ φ φᴴ, h, Matrix.one_mul]
  · rw [Matrix.trace_mul_comm, h, Matrix.trace_one, Fintype.card_fin]

/-- The squared modulus of a Slater determinant of `N` orbitals is the `N`-point
determinant of their density matrix. -/
theorem pointDet_densityMatrix {X : Type*} {N : ℕ} (φ : Matrix X (Fin N) ℂ)
    (x : Fin N → X) :
    pointDet (densityMatrix φ) x = (Complex.normSq (slater φ x) : ℂ) := by
  have hprod : (densityMatrix φ).submatrix x x =
      φ.submatrix x id * (φ.submatrix x id)ᴴ := by
    ext i j
    simp [densityMatrix, Matrix.mul_apply]
  unfold pointDet slater
  rw [hprod, Matrix.det_mul, Matrix.det_conjTranspose]
  exact Complex.mul_conj _

/-- For `N` orthonormal orbitals, the squared modulus of the Slater determinant without
prefactor sums to `N!` over all positions of the `N` particles. -/
theorem slater_normalisation {N : ℕ} {φ : Matrix X (Fin N) ℂ} (h : φᴴ * φ = 1) :
    ∑ x : Fin N → X, Complex.normSq (slater φ x) = (N.factorial : ℝ) := by
  have hfac : ∀ m : ℕ, ∏ k ∈ Finset.range m, ((m : ℂ) - (k : ℂ)) = (m.factorial : ℂ) := by
    intro m
    induction m with
    | zero => simp
    | succ m ih =>
      have hs : ∏ k ∈ Finset.range m, (((m + 1 : ℕ) : ℂ) - ((k + 1 : ℕ) : ℂ)) =
          ∏ k ∈ Finset.range m, ((m : ℂ) - (k : ℂ)) :=
        Finset.prod_congr rfl fun k _ => by push_cast; ring
      rw [Finset.prod_range_succ', hs, ih, Nat.factorial_succ]
      push_cast
      ring
  obtain ⟨hidem, htrace⟩ := densityMatrix_projector h
  have hsum := sum_all_points hidem N
  rw [htrace, hfac, Finset.sum_congr rfl fun x _ => pointDet_densityMatrix φ x] at hsum
  exact_mod_cast hsum

/-- Two orbitals on three sites: one spread over the first two sites with a complex
phase, one on the third site. -/
def exampleOrbitals : Matrix (Fin 3) (Fin 2) ℂ :=
  !![3 / 5, 0; 4 / 5 * Complex.I, 0; 0, 1]

/-- The example orbitals are orthonormal, and their density matrix is idempotent with
trace two. -/
theorem exampleOrbitals_witness :
    exampleOrbitalsᴴ * exampleOrbitals = 1 ∧
      densityMatrix exampleOrbitals * densityMatrix exampleOrbitals =
        densityMatrix exampleOrbitals ∧
      (densityMatrix exampleOrbitals).trace = 2 := by
  -- real numbers are unchanged by complex conjugation
  have h3 : (starRingEnd ℂ) 3 = 3 := by apply Complex.ext <;> simp
  have h4 : (starRingEnd ℂ) 4 = 4 := by apply Complex.ext <;> simp
  have h5 : (starRingEnd ℂ) 5 = 5 := by apply Complex.ext <;> simp
  have h : exampleOrbitalsᴴ * exampleOrbitals = 1 := by
    ext i j
    fin_cases i <;> fin_cases j <;>
      simp [exampleOrbitals, Matrix.mul_apply, Fin.sum_univ_succ, h3, h4, h5]
    linear_combination (-(16 / 25) : ℂ) * Complex.I_sq
  obtain ⟨hidem, htrace⟩ := densityMatrix_projector h
  exact ⟨h, hidem, by exact_mod_cast htrace⟩

end

end DysonMehta
```

```lean
#print axioms DysonMehta.dyson_mehta
#print axioms DysonMehta.sum_all_points
#print axioms DysonMehta.slater_normalisation
```

```
'DysonMehta.dyson_mehta' depends on axioms: [propext, Classical.choice, Quot.sound]
'DysonMehta.sum_all_points' depends on axioms: [propext, Classical.choice, Quot.sound]
'DysonMehta.slater_normalisation' depends on axioms: [propext, Classical.choice, Quot.sound]
```

## How the proof follows the expansion

`pointDet_perm` is the relabelling step. `pointDet_cons` is the double expansion, stated for `n + 1` old points so that there is always a row and a column to delete. `Matrix.det_succ_row_zero` expands along the row of `y`, and `Matrix.det_succ_column_zero` expands each minor along the column of `y`. The fact `hminor` identifies what remains with $M_{ik}$, and `ring` collects the signs.

`sum_first_point` treats zero old points separately. Otherwise `hKK` is idempotency entry by entry, `hcol` is the column expansion, and `hex` combines them after exchanging the sums over `y` and `i`. Each `k` then contributes the same determinant, and `Finset.sum_const` counts the copies. `dyson_mehta` carries the result to the last point by a cyclic relabelling, `finRotate`.

`sum_all_points` is an induction that splits each tuple into its first point and the rest. `densityMatrix_projector` and `pointDet_densityMatrix` supply the facts about $P$. In `slater_normalisation`, `hfac` turns the product into a factorial, and the final cast moves the identity from complex to real numbers.

`exampleOrbitals_witness` checks a concrete pair of orbitals on three sites, $(3/5,\,4i/5,\,0)$ and $(0,0,1)$: they are orthonormal, and their density matrix is idempotent with trace two.
